# Energy per site of long Coulomb chains: divergent for like unit charges, $-\log 2$ for alternating ones

To obtain the energy per ion of a long chain from finite fragments, one can compute the total energy at several lengths $N$, divide by $N$, and look for the value at which the quotient settles. It settles only if the total energy is a constant times $N$ plus a remainder that grows more slowly than $N$. For fixed, equally spaced unit charges on a line, whether this holds depends on the signs of the charges.

Place charges $q_1,\dots,q_N$ at the positions $1,\dots,N$. Lengths are measured in lattice spacings, and energies in units of the Coulomb energy of two like unit charges one spacing apart. With $i$ and $j$ counted from zero, the sites are $i+1$ and $j+1$, and the energy is

$$E_N=\sum_{j=0}^{N-1}\sum_{i=0}^{j-1}\frac{q_{i+1}q_{j+1}}{j-i}.$$

Write $E_N(s)$ for the energy with charges $q_i=s^i$, where $s=\pm1$, and $H_N=\sum_{d=0}^{N-1}\frac1{d+1}$ for the harmonic number. The results are

- $E_N(1)=N H_N-N$, so that $E_N(1)/N\to\infty$;
- $0\le E_N(-1)+N\log 2\le 1$ for every $N$, so that $E_N(-1)/N\to-\log 2$.

For a row of equally spaced protons, $E_N(1)$ is the nuclear repulsion energy, so in this one-dimensional fixed geometry that term of the molecular Hamiltonian is not extensive by itself.

## Counting pairs by distance

Let a pair interaction $v$ depend only on distance. The distance $d+1$ occurs once for each left-hand site that still has a partner $d+1$ places to its right, which makes $N-(d+1)$ pairs. Hence

$$\sum_{j=0}^{N-1}\sum_{i=0}^{j-1}v(j-i)=\sum_{d=0}^{N-1}\bigl(N-(d+1)\bigr)\,v(d+1),$$

where the last term has weight zero.

For charges $s^i$ with $s^2=1$, the product of two charges is $s^{i+1}s^{j+1}=s^{2(i+1)}s^{j-i}=s^{j-i}$. It depends only on distance, so the formula applies with $v(d)=s^d/d$:

$$E_N(s)=N\sum_{d=0}^{N-1}\frac{s^{d+1}}{d+1}-\sum_{d=0}^{N-1}s^{d+1}.$$

## Like charges

For $s=1$ the first sum is $H_N$ and the second is $N$, which gives $E_N(1)=NH_N-N$. Since $\frac1{d+1}\ge\int_{d+1}^{d+2}\frac{dx}{x}$, summation over $d$ gives $H_N\ge\log(N+1)$. For $N\ge1$ it follows that

$$\frac{E_N(1)}{N}=H_N-1\ge\log N-1,$$

and the right-hand side tends to infinity.

## Alternating charges

Let $A_N=\sum_{i=0}^{N-1}\frac{(-1)^i}{i+1}$. For $s=-1$ the first sum is $-A_N$. The second is $0$ for even $N$ and $-1$ for odd $N$. Therefore

$$E_N(-1)=-N A_N+\begin{cases}0,&N\text{ even},\\1,&N\text{ odd}.\end{cases}$$

To find the limit of $A_N$, take an even number of terms and write the alternating sum as the full harmonic sum minus twice its even-denominator terms:

$$A_{2n}=H_{2n}-2\sum_{k=1}^{n}\frac1{2k}=H_{2n}-H_n.$$

The difference $H_n-\log n$ converges to Euler's constant. For $n\ge1$,

$$A_{2n}=(H_{2n}-\log 2n)-(H_n-\log n)+\log 2,$$

and the constant cancels in the limit, so $A_{2n}\to\log2$. As $A_{2n+1}=A_{2n}+\frac1{2n+1}$, the odd partial sums have the same limit.

The even partial sums increase and the odd ones decrease, so $A_{2k}\le\log2\le A_{2k+1}$, and likewise $A_{2k+2}\le\log 2$. Thus $\log2$ lies between $A_N$ and $A_{N+1}$, which differ by $\frac1{N+1}$.

- For even $N$, $E_N(-1)+N\log2=N(\log2-A_N)$, which lies between $0$ and $\frac{N}{N+1}$.
- For odd $N$, $E_N(-1)+N\log2=1-N(A_N-\log2)$, which lies between $\frac1{N+1}$ and $1$.

Both ranges are inside $[0,1]$. Division by $N\ge1$ gives $-\log2\le E_N(-1)/N\le-\log2+\frac1N$, and hence the limit. In this model of fixed point charges, the energy per site of a finite alternating fragment is thus never below the infinite-chain value and exceeds it by at most $1/N$.

## The chain and its energy in Lean

```lean
import Mathlib

open Finset Filter Topology

namespace ChainExtensivity

noncomputable section
```

The energy takes a charge assignment `q : ℕ → ℝ` and a length `N`.

```lean
/-- Coulomb energy of charges `q 1, …, q N` at the positions `1, …, N` of a line:
each pair of sites `i + 1 < j + 1` contributes the product of its charges over its distance. -/
def chainEnergy (q : ℕ → ℝ) (N : ℕ) : ℝ :=
  ∑ j ∈ range N, ∑ i ∈ range j, q (i + 1) * q (j + 1) / ((j : ℝ) - i)
```

The outer index `j` runs over `range N`, that is $0,\dots,N-1$, and the inner index `i` runs below `j`. Each pair is counted once, and every denominator is a positive distance. The value `q 0` is never used. The chain has open ends and no periodic images, and the charges neither move nor polarise. Any uniform spacing is covered by the choice of units; nothing is said about unequal spacings or about two- and three-dimensional lattices.

The alternating sum $A_N$ is `altSum N`.

```lean
/-- The alternating harmonic sum `1 - 1/2 + 1/3 - …` with `N` terms. -/
def altSum (N : ℕ) : ℝ :=
  ∑ i ∈ range N, (-1 : ℝ) ^ i * (1 / ((i : ℝ) + 1))
```

## The sum over distances

The first theorem holds for an arbitrary function `v` of the distance.

```lean
/-- For a pair interaction `v` that depends only on distance, the energy of `N` sites
is a sum over distances `d + 1`, each weighted by its number of pairs `N - (d + 1)`. -/
theorem pair_sum_by_distance (v : ℕ → ℝ) (N : ℕ) :
    ∑ j ∈ range N, ∑ i ∈ range j, v (j - i)
      = ∑ d ∈ range N, ((N : ℝ) - (d + 1)) * v (d + 1) := by
  induction N with
  | zero => simp
  | succ n ih =>
    -- the new site sees one neighbour at each distance 1, …, n
    have hnew : ∑ i ∈ range n, v (n - i) = ∑ d ∈ range n, v (d + 1) := by
      rw [← Finset.sum_range_reflect (fun d => v (d + 1)) n]
      refine Finset.sum_congr rfl fun i hi => ?_
      have hi' := Finset.mem_range.mp hi
      have e : n - 1 - i + 1 = n - i := by omega
      simp only [e]
    have hsplit : ∑ d ∈ range n, ((n : ℝ) + 1 - (d + 1)) * v (d + 1)
        = ∑ d ∈ range n, ((n : ℝ) - (d + 1)) * v (d + 1) + ∑ d ∈ range n, v (d + 1) := by
      rw [← Finset.sum_add_distrib]
      exact Finset.sum_congr rfl fun d _ => by ring
    rw [Finset.sum_range_succ, ih, hnew, Finset.sum_range_succ]
    push_cast
    rw [hsplit]
    ring
```

The proof builds the chain site by site. When a site is added to a chain of $n$ sites, it meets one neighbour at each of the distances $1,\dots,n$; `hnew` states this, by reading the sum in reverse order. The weight of every distance thereby rises by one, which is `hsplit`. The one new term on the right-hand side, at distance $n+1$, has weight zero.

The next theorem specialises to charges `s ^ i`. The hypothesis `hs : s * s = 1` says that `s` is $1$ or $-1$, so both chains are covered at once.

```lean
/-- Energy of the chain with charges `s ^ i`, where `s` is a sign, through two sums over distances.
-/
theorem chainEnergy_sign (s : ℝ) (hs : s * s = 1) (N : ℕ) :
    chainEnergy (fun i => s ^ i) N
      = N * ∑ d ∈ range N, s ^ (d + 1) / ((d : ℝ) + 1) - ∑ d ∈ range N, s ^ (d + 1) := by
  have h1 : chainEnergy (fun i => s ^ i) N
      = ∑ j ∈ range N, ∑ i ∈ range j, s ^ (j - i) / ((j - i : ℕ) : ℝ) := by
    unfold chainEnergy
    refine Finset.sum_congr rfl fun j _ => Finset.sum_congr rfl fun i hi => ?_
    have hij := Finset.mem_range.mp hi
    -- the product of two charges depends only on their distance
    have hnum : s ^ (i + 1) * s ^ (j + 1) = s ^ (j - i) := by
      have e : j + 1 = (i + 1) + (j - i) := by omega
      rw [e, pow_add s (i + 1) (j - i), ← mul_assoc, ← mul_pow, hs, one_pow, one_mul]
    rw [Nat.cast_sub hij.le, hnum]
  refine h1.trans ((pair_sum_by_distance (fun d => s ^ d / (d : ℝ)) N).trans ?_)
  rw [Finset.mul_sum, ← Finset.sum_sub_distrib]
  refine Finset.sum_congr rfl fun d _ => ?_
  have hd : (d : ℝ) + 1 ≠ 0 := by positivity
  have h : ((d : ℝ) + 1) * (s ^ (d + 1) / ((d : ℝ) + 1)) = s ^ (d + 1) :=
    mul_div_cancel₀ _ hd
  push_cast
  linear_combination -h
```

Here `hnum` is the identity $s^{i+1}s^{j+1}=s^{j-i}$, and `h1` uses it to write the energy as a sum over a function of distance. After `pair_sum_by_distance`, the remaining lines split the weight $N-(d+1)$ into its two parts and cancel $d+1$ in the second.

## Like charges: the exact energy and its growth

```lean
/-- `N` like unit charges have energy `N H_N - N`, with `H_N` the harmonic number. -/
theorem like_energy (N : ℕ) :
    chainEnergy (fun _ => 1) N = N * (harmonic N : ℝ) - N := by
  have h := chainEnergy_sign 1 (by norm_num) N
  simp only [one_pow] at h
  have hH : (harmonic N : ℝ) = ∑ d ∈ range N, 1 / ((d : ℝ) + 1) := by
    simp [harmonic]
  rw [h, hH]
  simp
```

All charges are $+1$, written `fun _ => 1`. Mathlib's `harmonic N` is a rational number, hence the conversion to `ℝ`. The equation holds for every `N`, including the empty chain and the single charge, where both sides are zero.

```lean
/-- The energy per site of a chain of like charges grows without bound. -/
theorem like_energy_per_site_diverges :
    Tendsto (fun N : ℕ => chainEnergy (fun _ => 1) N / N) atTop atTop := by
  have hlog : Tendsto (fun N : ℕ => Real.log (N : ℝ) + -1) atTop atTop :=
    tendsto_atTop_add_const_right atTop (-1)
      (Real.tendsto_log_atTop.comp tendsto_natCast_atTop_atTop)
  refine tendsto_atTop_mono' atTop ?_ hlog
  filter_upwards [eventually_ge_atTop 1] with N hN
  have hN' : (0 : ℝ) < N := by exact_mod_cast hN
  have h1 : Real.log (N : ℝ) ≤ Real.log ((N + 1 : ℕ) : ℝ) :=
    Real.log_le_log hN' (by push_cast; linarith)
  have h2 := mul_le_mul_of_nonneg_left (h1.trans (log_add_one_le_harmonic N)) hN'.le
  rw [le_div_iff₀ hN', like_energy]
  linarith
```

In `Tendsto … atTop atTop`, the first `atTop` is $N\to\infty$ and the second says that the energy per site eventually exceeds any bound. The proof compares it with $\log N-1$, which diverges by `hlog`. The comparison is made for $N\ge1$ and uses Mathlib's `log_add_one_le_harmonic`, the inequality $\log(N+1)\le H_N$.

## The alternating harmonic sum

```lean
/-- The alternating harmonic sum with `2 n` terms is `H_{2n} - H_n`. -/
theorem altSum_even (n : ℕ) :
    altSum (2 * n) = (harmonic (2 * n) : ℝ) - (harmonic n : ℝ) := by
  induction n with
  | zero => simp [altSum]
  | succ n ih =>
    unfold altSum at ih ⊢
    have e : (-1 : ℝ) ^ (2 * n) = 1 := by simp [pow_mul]
    have key : (2 * (n : ℝ) + 1 + 1)⁻¹ = ((n : ℝ) + 1)⁻¹ / 2 := by
      rw [show 2 * (n : ℝ) + 1 + 1 = 2 * ((n : ℝ) + 1) by ring, mul_inv]
      ring
    rw [show 2 * (n + 1) = 2 * n + 1 + 1 by ring, Finset.sum_range_succ,
      Finset.sum_range_succ, ih, harmonic_succ (2 * n + 1), harmonic_succ (2 * n),
      harmonic_succ n, pow_succ, e]
    push_cast
    linear_combination (-2) * key
```

The derivation above regrouped the terms, whereas Lean uses induction. Going from $n$ to $n+1$ adds $\frac1{2n+1}-\frac1{2n+2}$ on the left and $\frac1{2n+1}+\frac1{2n+2}-\frac1{n+1}$ on the right. These agree because $\frac1{2n+2}$ is half of $\frac1{n+1}$, which is `key`.

```lean
private theorem antitone_recip : Antitone (fun i : ℕ => 1 / ((i : ℝ) + 1)) := by
  intro a b h
  have h' : (a : ℝ) ≤ b := by exact_mod_cast h
  exact one_div_le_one_div_of_le (by positivity) (by linarith)
```

The alternating series test and the bracketing of its limit both take as a hypothesis that the terms $\frac1{i+1}$ decrease. The test also needs the terms to tend to zero, which Mathlib supplies as `tendsto_one_div_add_atTop_nhds_zero_nat`.

```lean
/-- The alternating harmonic sum converges to `log 2`. -/
theorem tendsto_altSum : Tendsto altSum atTop (𝓝 (Real.log 2)) := by
  obtain ⟨l, hl⟩ := antitone_recip.tendsto_alternating_series_of_tendsto_zero
    tendsto_one_div_add_atTop_nhds_zero_nat
  have hl' : Tendsto altSum atTop (𝓝 l) := hl
  have h2 : Tendsto (fun n : ℕ => 2 * n) atTop atTop :=
    tendsto_atTop_mono (fun n => show n ≤ 2 * n by omega) tendsto_id
  -- Euler's constant cancels between H_{2n} and H_n
  have hd := ((Real.tendsto_harmonic_sub_log.comp h2).sub
    Real.tendsto_harmonic_sub_log).add_const (Real.log 2)
  rw [sub_self, zero_add] at hd
  have he : Tendsto (fun n : ℕ => altSum (2 * n)) atTop (𝓝 (Real.log 2)) := by
    refine hd.congr' ?_
    filter_upwards [eventually_ge_atTop 1] with n hn
    have hn' : (n : ℝ) ≠ 0 := by
      have : (0 : ℝ) < n := by exact_mod_cast hn
      exact this.ne'
    rw [altSum_even]
    simp only [Function.comp_apply, Nat.cast_mul, Nat.cast_ofNat]
    rw [Real.log_mul two_ne_zero hn']
    ring
  rwa [tendsto_nhds_unique (hl'.comp h2) he] at hl'
```

The alternating series test first supplies some limit `l`. Along even lengths, `altSum_even` and the convergence of $H_n-\log n$ give the limit $\log2$; in `hd` the two copies of Euler's constant cancel. Since a sequence has at most one limit, `l` equals $\log2$. This replaces the separate treatment of odd partial sums.

## Alternating charges: bulk energy and bounded remainder

```lean
/-- Energy of the alternating chain through the alternating harmonic sum. -/
theorem alternating_energy (N : ℕ) :
    chainEnergy (fun i => (-1) ^ i) N = (if Even N then 0 else 1) - N * altSum N := by
  have e1 : ∑ d ∈ range N, (-1 : ℝ) ^ (d + 1) / ((d : ℝ) + 1) = -altSum N := by
    rw [altSum, ← Finset.sum_neg_distrib]
    exact Finset.sum_congr rfl fun d _ => by ring
  have e2 : ∑ d ∈ range N, (-1 : ℝ) ^ (d + 1) = -∑ d ∈ range N, (-1 : ℝ) ^ d := by
    rw [← Finset.sum_neg_distrib]
    exact Finset.sum_congr rfl fun d _ => by ring
  rw [chainEnergy_sign (-1) (by norm_num) N, e1, e2, neg_one_geom_sum]
  ring
```

The charges `(-1) ^ i` begin with $-1$ at position $1$. The term `if Even N then 0 else 1` is the parity contribution found above. The proof sets $s=-1$ in `chainEnergy_sign` and evaluates the sum of signs with `neg_one_geom_sum`.

```lean
/-- The energy of `N` alternating charges differs from `-N log 2` by an amount
between `0` and `1`, for every length `N`. -/
theorem alternating_energy_bounds (N : ℕ) :
    0 ≤ chainEnergy (fun i => (-1) ^ i) N + N * Real.log 2 ∧
      chainEnergy (fun i => (-1) ^ i) N + N * Real.log 2 ≤ 1 := by
  have lower (k : ℕ) : altSum (2 * k) ≤ Real.log 2 :=
    antitone_recip.alternating_series_le_tendsto tendsto_altSum k
  have upper (k : ℕ) : Real.log 2 ≤ altSum (2 * k + 1) :=
    antitone_recip.tendsto_le_alternating_series tendsto_altSum k
  have step (n : ℕ) : altSum (n + 1) = altSum n + (-1) ^ n * (1 / ((n : ℝ) + 1)) :=
    Finset.sum_range_succ _ n
  have hx (n : ℕ) : (n : ℝ) * (1 / ((n : ℝ) + 1)) ≤ 1 := by
    rw [mul_one_div, div_le_one (by positivity)]
    linarith
  have hN : (0 : ℝ) ≤ N := Nat.cast_nonneg N
  rw [alternating_energy]
  obtain ⟨k, hk | hk⟩ := Nat.even_or_odd' N
  · -- even length: the partial sum lies below log 2
    have hev : Even N := ⟨k, by omega⟩
    have a := lower k
    have b := upper k
    rw [← hk] at a b
    rw [step, hev.neg_one_pow, one_mul] at b
    have a' := mul_le_mul_of_nonneg_left a hN
    have b' := mul_le_mul_of_nonneg_left b hN
    rw [mul_add] at b'
    have c := hx N
    rw [if_pos hev]
    constructor <;> linarith
  · -- odd length: the partial sum lies above log 2
    have hodd : Odd N := ⟨k, hk⟩
    have a := upper k
    have b := lower (k + 1)
    rw [← hk] at a
    rw [show 2 * (k + 1) = N + 1 by omega, step, hodd.neg_one_pow] at b
    have a' := mul_le_mul_of_nonneg_left a hN
    have b' := mul_le_mul_of_nonneg_left b hN
    rw [mul_add, neg_one_mul, mul_neg] at b'
    have c := hx N
    rw [if_neg (Nat.not_even_iff_odd.mpr hodd)]
    constructor <;> linarith
```

The statement holds for each finite length, not only for long chains. The facts `lower` and `upper` are $A_{2k}\le\log2\le A_{2k+1}$, `step` gives the difference between consecutive partial sums, and `hx` is $\frac{N}{N+1}\le1$. The proof then separates even from odd `N`, multiplies the bracketing inequalities by `N`, and leaves the linear arithmetic to `linarith`, as in the two cases worked out above.

```lean
/-- The energy per site of the alternating chain tends to `-log 2`. -/
theorem alternating_energy_per_site :
    Tendsto (fun N : ℕ => chainEnergy (fun i => (-1) ^ i) N / N) atTop
      (𝓝 (-Real.log 2)) := by
  have hup : Tendsto (fun N : ℕ => -Real.log 2 + 1 / (N : ℝ)) atTop
      (𝓝 (-Real.log 2)) := by
    have h := (tendsto_one_div_atTop_nhds_zero_nat (𝕜 := ℝ)).const_add (-Real.log 2)
    rwa [add_zero] at h
  refine tendsto_of_tendsto_of_tendsto_of_le_of_le' tendsto_const_nhds hup ?_ ?_
  · filter_upwards [eventually_ge_atTop 1] with N hN
    have hN' : (0 : ℝ) < N := by exact_mod_cast hN
    rw [le_div_iff₀ hN']
    linarith [(alternating_energy_bounds N).1]
  · filter_upwards [eventually_ge_atTop 1] with N hN
    have hN' : (0 : ℝ) < N := by exact_mod_cast hN
    rw [div_le_iff₀ hN', add_mul, one_div_mul_cancel hN'.ne']
    linarith [(alternating_energy_bounds N).2]

end

end ChainExtensivity
```

The symbol `𝓝 (-Real.log 2)` expresses convergence to $-\log2$. The energy per site is squeezed between the constant $-\log2$ and $-\log2+\frac1N$, both inequalities coming from `alternating_energy_bounds` for $N\ge1$.

```lean
#print axioms ChainExtensivity.like_energy_per_site_diverges
-- 'ChainExtensivity.like_energy_per_site_diverges' depends on axioms: [propext, Classical.choice, Quot.sound]
#print axioms ChainExtensivity.alternating_energy_per_site
-- 'ChainExtensivity.alternating_energy_per_site' depends on axioms: [propext, Classical.choice, Quot.sound]
```
